# A velocity Verlet step under a differentiable force that depends on position only has Jacobian determinant 1

## Is the phase-plane area preserved exactly, for every step length?

I am given a force and a mass, but the velocity Verlet formulas use an acceleration, so a precise statement must first settle how the three are tied together. Take a particle of mass \(m>0\) on a line, with a differentiable force \(f:\mathbb R\to\mathbb R\) that depends on position only. I have learnt that one velocity Verlet step, seen as a map of the phase plane, has Jacobian determinant exactly 1 at every point, however large the step \(h\) is. I would like to see this derived rigorously, with a proof that a machine has checked. Does it survive for many coordinates with different masses?

## Yes, because kicks and drifts are shears

The acceleration can be a function \(a\) that satisfies Newton's law \(m\,a(x)=f(x)\) at every position \(x\). With phase points written as position and velocity, \((x,v)\), one step gives

\[
x^+=x+hv+\tfrac{h^2}{2}a(x),\qquad
v^+=v+\tfrac h2\bigl(a(x)+a(x^+)\bigr).
\]

Since \(m\neq0\), we have \(a=f/m\), so \(a\) is differentiable. Write \(A=a'(x)\) and \(B=a'(x^+)\). The chain rule gives

\[
\frac{\partial x^+}{\partial x}=1+\tfrac{h^2}{2}A,\quad
\frac{\partial x^+}{\partial v}=h,\quad
\frac{\partial v^+}{\partial x}=\tfrac h2\Bigl(A+B+\tfrac{h^2}{2}AB\Bigr),\quad
\frac{\partial v^+}{\partial v}=1+\tfrac{h^2}{2}B,
\]

and the determinant is

\[
\Bigl(1+\tfrac{h^2}{2}A\Bigr)\Bigl(1+\tfrac{h^2}{2}B\Bigr)-\tfrac{h^2}{2}\Bigl(A+B+\tfrac{h^2}{2}AB\Bigr)=1 .
\]

### The same result for many coordinates

For \(n\) coordinates with masses \(m_i>0\), Newton's law reads \(m_i a_i(x)=f_i(x)\), and it is easier to split the step. Define the kick and the drift for a time \(t\) by

\[
K_t(x,v)=(x,\;v+t\,a(x)),\qquad L_t(x,v)=(x+tv,\;v).
\]

A half kick gives the velocity \(w=v+\tfrac h2a(x)\). A drift for the time \(h\) then gives the position \(x+hw=x+hv+\tfrac{h^2}{2}a(x)=x^+\), and a second half kick gives \(w+\tfrac h2a(x^+)=v^+\). The whole step is therefore \(K_{h/2}\circ L_h\circ K_{h/2}\).

Let \(A\) now be the derivative of \(a\) at \(x\), a linear map. The derivative of the kick sends a small displacement \((\xi,\eta)\) to

\[
S(\xi,\eta)=(\xi,\;\eta+tA\xi).
\]

This is a shear, and its inverse is the same shear with \(-t\). Let \(D(\xi,\eta)=(\xi,2\eta)\) double the velocities. Then

\[
DS(\xi,\eta)=(\xi,\;2\eta+2tA\xi)=S^2D(\xi,\eta),
\]

so \(\det D\,\det S=(\det S)^2\det D\). Both determinants are nonzero, hence \(\det S=1\). For the drift, \(S(\xi,\eta)=(\xi+t\eta,\eta)\), and doubling the positions instead gives the same identity. By the chain rule the derivative of the full step is a product of three such shears, so its determinant is \(1\cdot1\cdot1=1\).

### From the determinant to the volume

A step with \(-h\) undoes a step with \(h\), because it reverses the last kick, then the drift, then the first kick. The step map \(\Phi\) is therefore injective, and the change-of-variables formula gives, for a measurable set \(s\),

\[
\operatorname{vol}(\Phi(s))=\int_s|\det\Phi'(z)|\,dz=\operatorname{vol}(s).
\]

Repeating this \(N\) times covers a trajectory of \(N\) steps.

### The Lean file

```lean
import Mathlib

open MeasureTheory

namespace VelocityVerletVolume

noncomputable section

variable {E : Type*} [NormedAddCommGroup E] [NormedSpace ℝ E]

/-- The position after one velocity Verlet step of length `h` with acceleration field `a`. -/
def newPosition (a : E → E) (h : ℝ) (z : E × E) : E :=
  z.1 + h • z.2 + (h ^ 2 / 2) • a z.1

/-- One velocity Verlet step on phase points (position, velocity): the velocity changes by
`h` times the mean of the old and new accelerations. -/
def velocityVerlet (a : E → E) (h : ℝ) (z : E × E) : E × E :=
  (newPosition a h z, z.2 + (h / 2) • (a z.1 + a (newPosition a h z)))

/-- A kick: the velocity changes under the acceleration for a time `t` at fixed position. -/
def kick (a : E → E) (t : ℝ) (z : E × E) : E × E := (z.1, z.2 + t • a z.1)

/-- A drift: free motion for a time `t` at fixed velocity. -/
def drift (t : ℝ) (z : E × E) : E × E := (z.1 + t • z.2, z.2)

/-- The linearised kick, where `A` is the derivative of the acceleration field. -/
def kickTangent (t : ℝ) (A : E →L[ℝ] E) : E × E →L[ℝ] E × E :=
  (ContinuousLinearMap.fst ℝ E E).prod
    (ContinuousLinearMap.snd ℝ E E + t • A.comp (ContinuousLinearMap.fst ℝ E E))

/-- The linearised drift. -/
def driftTangent (t : ℝ) : E × E →L[ℝ] E × E :=
  (ContinuousLinearMap.fst ℝ E E + t • ContinuousLinearMap.snd ℝ E E).prod
    (ContinuousLinearMap.snd ℝ E E)

/-- A map is differentiable everywhere and its derivative has determinant one at every point. This
is meant for finite-dimensional `V`; otherwise Lean's determinant is 1 by convention. -/
def UnitJacobian {V : Type*} [NormedAddCommGroup V] [NormedSpace ℝ V] (F : V → V) : Prop :=
  Differentiable ℝ F ∧ ∀ z, (fderiv ℝ F z).det = 1

/-- An invertible linear map `S` that an invertible rescaling `D` conjugates into its own
square has determinant one. -/
theorem det_eq_one_of_scaling {V : Type*} [AddCommGroup V] [Module ℝ V]
    [FiniteDimensional ℝ V] (S T D D' : V →ₗ[ℝ] V) (hS : ∀ z, S (T z) = z)
    (hD : ∀ z, D (D' z) = z) (hSD : ∀ z, D (S z) = S (S (D z))) :
    LinearMap.det S = 1 := by
  have h1 : LinearMap.det S * LinearMap.det T = 1 := by
    rw [← map_mul, show S * T = 1 from LinearMap.ext hS, map_one]
  have h2 : LinearMap.det D * LinearMap.det D' = 1 := by
    rw [← map_mul, show D * D' = 1 from LinearMap.ext hD, map_one]
  have h3 : LinearMap.det D * LinearMap.det S
      = LinearMap.det S * LinearMap.det S * LinearMap.det D := by
    rw [← map_mul, ← map_mul, ← map_mul, show D * S = S * S * D from LinearMap.ext hSD]
  linear_combination (1 - LinearMap.det S) * h1
    + (1 - LinearMap.det S) * LinearMap.det S * LinearMap.det T * h2
    - LinearMap.det T * LinearMap.det D' * h3

/-- A kick with a differentiable acceleration field has Jacobian determinant one. -/
theorem kick_unitJacobian [FiniteDimensional ℝ E] {a : E → E} (ha : Differentiable ℝ a)
    (t : ℝ) : UnitJacobian (kick a t) := by
  have H : ∀ z, HasFDerivAt (kick a t) (kickTangent t (fderiv ℝ a z.1)) z := fun z =>
    hasFDerivAt_fst.prodMk (hasFDerivAt_snd.add
      (((ha z.1).hasFDerivAt.comp z hasFDerivAt_fst).const_smul t))
  refine ⟨fun z => (H z).differentiableAt, fun z => ?_⟩
  rw [(H z).fderiv]
  -- doubling all velocities turns the shear into its square
  refine det_eq_one_of_scaling _ (kickTangent (-t) (fderiv ℝ a z.1)).toLinearMap
    (LinearMap.prodMap LinearMap.id ((2 : ℝ) • LinearMap.id))
    (LinearMap.prodMap LinearMap.id ((2 : ℝ)⁻¹ • LinearMap.id)) ?_ ?_ ?_ <;>
  · intro w
    apply Prod.ext <;> simp [kickTangent] <;> module

/-- A drift has Jacobian determinant one. -/
theorem drift_unitJacobian [FiniteDimensional ℝ E] (t : ℝ) :
    UnitJacobian (drift t : E × E → E × E) := by
  have H : ∀ z : E × E, HasFDerivAt (drift t) (driftTangent t) z := fun z =>
    (hasFDerivAt_fst.add (hasFDerivAt_snd.const_smul t)).prodMk hasFDerivAt_snd
  refine ⟨fun z => (H z).differentiableAt, fun z => ?_⟩
  rw [(H z).fderiv]
  -- doubling all positions turns the shear into its square
  refine det_eq_one_of_scaling _ (driftTangent (-t)).toLinearMap
    (LinearMap.prodMap ((2 : ℝ) • LinearMap.id) LinearMap.id)
    (LinearMap.prodMap ((2 : ℝ)⁻¹ • LinearMap.id) LinearMap.id) ?_ ?_ ?_ <;>
  · intro w
    apply Prod.ext <;> simp [driftTangent] <;> module

/-- Maps with Jacobian determinant one can be composed without losing this property. -/
theorem UnitJacobian.comp {V : Type*} [NormedAddCommGroup V] [NormedSpace ℝ V]
    [FiniteDimensional ℝ V] {G F : V → V} (hG : UnitJacobian G) (hF : UnitJacobian F) :
    UnitJacobian (G ∘ F) := by
  refine ⟨hG.1.comp hF.1, fun z => ?_⟩
  have e1 : LinearMap.det (fderiv ℝ G (F z) : V →ₗ[ℝ] V) = 1 := hG.2 (F z)
  have e2 : LinearMap.det (fderiv ℝ F z : V →ₗ[ℝ] V) = 1 := hF.2 z
  rw [fderiv_comp z (hG.1 (F z)) (hF.1 z)]
  change LinearMap.det ((fderiv ℝ G (F z) : V →ₗ[ℝ] V) ∘ₗ (fderiv ℝ F z : V →ₗ[ℝ] V)) = 1
  rw [LinearMap.det_comp, e1, e2, one_mul]

/-- A velocity Verlet step is a half kick, a full drift and another half kick. -/
theorem velocityVerlet_eq (a : E → E) (h : ℝ) (z : E × E) :
    velocityVerlet a h z = kick a (h / 2) (drift h (kick a (h / 2) z)) := by
  have e : z.1 + h • (z.2 + (h / 2) • a z.1) = newPosition a h z := by
    unfold newPosition
    module
  simp only [velocityVerlet, kick, drift, e]
  exact Prod.ext rfl (by dsimp only; module)

/-- A velocity Verlet step of length `-h` undoes a step of length `h`. -/
theorem velocityVerlet_neg_step (a : E → E) (h : ℝ) (z : E × E) :
    velocityVerlet a (-h) (velocityVerlet a h z) = z := by
  simp only [velocityVerlet_eq, kick, drift, neg_div, neg_smul, add_neg_cancel_right]

/-- For a differentiable acceleration field in any finite dimension, the velocity Verlet map
has Jacobian determinant one. -/
theorem velocityVerlet_unitJacobian [FiniteDimensional ℝ E] {a : E → E}
    (ha : Differentiable ℝ a) (h : ℝ) : UnitJacobian (velocityVerlet a h) := by
  have e : velocityVerlet a h = kick a (h / 2) ∘ (drift h ∘ kick a (h / 2)) :=
    funext (velocityVerlet_eq a h)
  rw [e]
  exact (kick_unitJacobian ha _).comp ((drift_unitJacobian h).comp (kick_unitJacobian ha _))

/-- For coordinates with positive masses `m i` moving under a differentiable force `f`, the
velocity Verlet map is differentiable and its Jacobian determinant is one at every phase
point and for every step `h`. -/
theorem velocityVerlet_det_eq_one {ι : Type*} [Fintype ι] {m : ι → ℝ}
    {f a : (ι → ℝ) → (ι → ℝ)} (hm : ∀ i, 0 < m i) (hf : Differentiable ℝ f)
    (newton : ∀ x i, m i * a x i = f x i) (h : ℝ) :
    Differentiable ℝ (velocityVerlet a h) ∧
      ∀ z, (fderiv ℝ (velocityVerlet a h) z).det = 1 := by
  -- Newton's law passes differentiability from the force to the acceleration
  have e : a = fun x i => (m i)⁻¹ * f x i := by
    funext x i
    rw [← newton x i, inv_mul_cancel_left₀ (hm i).ne']
  have ha : Differentiable ℝ a := by
    rw [e]
    exact differentiable_pi.2 fun i => (differentiable_pi.1 hf i).const_mul _
  exact velocityVerlet_unitJacobian ha h

/-- For one particle of mass `m > 0` on a line under a differentiable force `f`, the velocity
Verlet map of the phase plane is differentiable with Jacobian determinant one everywhere. -/
theorem velocityVerlet_det_eq_one_line {m : ℝ} {f a : ℝ → ℝ} (hm : 0 < m)
    (hf : Differentiable ℝ f) (newton : ∀ x, m * a x = f x) (h : ℝ) :
    Differentiable ℝ (velocityVerlet a h) ∧
      ∀ z, (fderiv ℝ (velocityVerlet a h) z).det = 1 := by
  have e : a = fun x => m⁻¹ * f x := by
    funext x
    rw [← newton x, inv_mul_cancel_left₀ hm.ne']
  have ha : Differentiable ℝ a := by
    rw [e]
    exact hf.const_mul _
  exact velocityVerlet_unitJacobian ha h

/-- Any number `N` of velocity Verlet steps with a differentiable acceleration field preserves
the phase-space volume of every measurable set. -/
theorem volume_image_velocityVerlet {ι : Type*} [Fintype ι] {a : (ι → ℝ) → (ι → ℝ)}
    (ha : Differentiable ℝ a) (h : ℝ) (N : ℕ) {s : Set ((ι → ℝ) × (ι → ℝ))}
    (hs : MeasurableSet s) : volume ((velocityVerlet a h)^[N] '' s) = volume s := by
  induction N with
  | zero => simp
  | succ N ih =>
    have hU := velocityVerlet_unitJacobian ha h
    have hinj : Function.Injective (velocityVerlet a h) :=
      Function.LeftInverse.injective (velocityVerlet_neg_step a h)
    have : (volume : Measure ((ι → ℝ) × (ι → ℝ))).IsAddHaarMeasure := by
      rw [Measure.volume_eq_prod]
      exact Measure.prod.instIsAddHaarMeasure (volume : Measure (ι → ℝ))
        (volume : Measure (ι → ℝ))
    -- the image after N steps is measurable, since the map is continuous and injective
    have hN : MeasurableSet ((velocityVerlet a h)^[N] '' s) :=
      hs.image_of_continuousOn_injOn (hU.1.continuous.iterate N).continuousOn
        (hinj.iterate N).injOn
    have key := lintegral_abs_det_fderiv_eq_addHaar_image volume hN
      (fun z _ => (hU.1 z).hasFDerivAt.hasFDerivWithinAt) hinj.injOn
    rw [Function.iterate_succ', Set.image_comp, ← key, ← ih]
    simp [hU.2]

end

end VelocityVerletVolume
```

```lean
#print axioms VelocityVerletVolume.velocityVerlet_det_eq_one
#print axioms VelocityVerletVolume.velocityVerlet_det_eq_one_line
#print axioms VelocityVerletVolume.volume_image_velocityVerlet
```

```
'VelocityVerletVolume.velocityVerlet_det_eq_one' depends on axioms: [propext, Classical.choice, Quot.sound]
'VelocityVerletVolume.velocityVerlet_det_eq_one_line' depends on axioms: [propext, Classical.choice, Quot.sound]
'VelocityVerletVolume.volume_image_velocityVerlet' depends on axioms: [propext, Classical.choice, Quot.sound]
```

### What the theorems say

The one-dimensional claim is `velocityVerlet_det_eq_one_line`. Its hypotheses are the positive mass `hm`, the differentiable force `hf`, and Newton's law `newton`. Its conclusion has two parts: the map `velocityVerlet a h` is Fréchet differentiable on `ℝ × ℝ`, and the determinant of its derivative `fderiv` is 1 at every phase point `z`. The step `h` is any real number, including zero and negative values.

Positivity of the mass is the physical assumption, although the proof uses only that the mass is nonzero. For zero mass, Newton's law would force \(f=0\) and say nothing about \(a\), which could then fail to be differentiable.

In `velocityVerlet_det_eq_one` the index type `ι` labels the coordinates, and `m i` is the mass that belongs to coordinate `i`. For particles in space, the three coordinates of one particle carry the same mass. The force need not come from a potential, since the argument puts no condition on the linear map \(A\).

The last theorem, `volume_image_velocityVerlet`, starts from a differentiable acceleration field and states that the image of a measurable set under `N` steps has the same volume as the set. Here `volume` is Lebesgue measure in positions and velocities.

Several common situations lie beyond these hypotheses:

- The force depends on position only, so friction, thermostats and explicit time dependence are absent, and so are constraints.
- The force is differentiable on the whole space. A Coulomb or Lennard-Jones force is singular where particles meet, and a force cut off with a jump or a kink also fails the condition.
- Positions range over all of \(\mathbb R^n\), not over a periodic box, and the arithmetic is exact.

A unit determinant also guarantees neither accuracy nor stability. For a harmonic oscillator of angular frequency \(\omega\), the step map is unstable when \(h\omega>2\), and its determinant is still 1.

In simulation practice the result bears on hybrid Monte Carlo, where an unconstrained velocity Verlet trajectory with a fixed step and a smooth, position-dependent force brings no Jacobian factor into the acceptance probability.

### How the proof follows the derivation

The property `UnitJacobian` bundles differentiability with determinant one, so that both pass through a composition together.

The lemma `det_eq_one_of_scaling` is the determinant argument for shears. Its map `S` has the right inverse `T`, the rescaling `D` has the right inverse `D'`, and `hSD` is the identity \(DS=S^2D\). The three intermediate facts are the corresponding equations between determinants, and `linear_combination` derives \(\det S=1\) from them.

In `kick_unitJacobian`, the statement `H` computes the derivative of a kick and identifies it with the shear `kickTangent`. The scaling lemma is then applied with the shear for `-t` as the inverse and with the doubling of velocities as `D`. The three identities that it requires are checked component by component, with `module` doing the linear algebra. The proof of `drift_unitJacobian` has the same structure, with positions doubled.

The lemma `UnitJacobian.comp` is the chain rule together with the multiplicativity of the determinant. The splitting into half kick, drift and half kick is `velocityVerlet_eq`, an algebraic identity that holds for any acceleration field, differentiable or not. These results combine in `velocityVerlet_unitJacobian`, which holds on any finite-dimensional real normed space.

The two theorems with masses add the step from \(f\) to \(a\). They solve Newton's law for the acceleration, as in \(a(x)=m^{-1}f(x)\), and conclude that `a` is differentiable because `f` is. With several coordinates this is done for each component.

The volume theorem goes by induction on `N`. Injectivity comes from `velocityVerlet_neg_step`. The image after `N` steps is measurable because the iterated map is continuous and injective, so the change-of-variables theorem `lintegral_abs_det_fderiv_eq_addHaar_image` applies to the next step. Its integrand is 1, and the volume stays the same.

### Momenta in place of velocities

The phase point could also have been \((x,p)\) with \(p_i=m_iv_i\). A kick would then add \(t f(x)\) to the momentum, and a drift would add \(t\,p_i/m_i\) to each position. The force would enter directly, without an acceleration field or Newton's law as a hypothesis, and the masses would move into the drift. The determinant would be unchanged, because the two descriptions differ by a constant invertible linear map. Volumes in \((x,p)\) are those in \((x,v)\) multiplied by the constant \(\prod_i m_i\).

Momenta are also the natural variables for symplecticity. In the phase plane this coincides with a unit Jacobian determinant, but for more coordinates it is a stronger property, and there a step with \(h\neq0\) has it only if the derivative of the force is symmetric at every position.

### Position Verlet by the same argument

Position Verlet exchanges the roles of the two maps: a half drift, a full kick and a half drift, \(L_{h/2}\circ K_h\circ L_{h/2}\). It is again a composition of shears, so the same reasoning gives determinant 1 for a differentiable acceleration field. The file does not state this variant, but `drift_unitJacobian`, `kick_unitJacobian` and `UnitJacobian.comp` are the ingredients that a proof would need.
